# Fermi–Dirac integrals grow as $\eta^s/s$ in the degenerate limit

## Occupation, density of states and units

Consider independent electrons at chemical potential $\mu$, with energies $E>0$ measured from the bottom of the band. How does their thermal density compare with the density found by filling every level up to $\mu$?

The letter $T$ denotes the thermal energy, which textbooks write as $k_BT$, and $\eta=\mu/T$ is the reduced chemical potential. The Fermi occupation of a level at energy $E$ is $f((E-\mu)/T)$, where $f(x)=1/(e^x+1)$. The density of states per volume is $C E^{s-1}$ with $s>0$. The constant $C$ collects the mass, spin and geometric factors; free electrons in one, two and three dimensions have $s=\tfrac12,1,\tfrac32$. Define

$$F_s(\eta)=\int_0^\infty x^{s-1}f(x-\eta)\,dx .$$

Many textbooks label this integral by the exponent $s-1$ and divide it by $\Gamma(s)$. Neither is done here.

## From a smooth occupation to a step

The claim is that $\eta^{-s}F_s(\eta)\to 1/s$ as $\eta\to\infty$, for every $s>0$.

Since $e^x+1$ exceeds both $1$ and $e^x$, we have $0\le f(x)\le 1$ and $f(x)\le e^{-x}$. The integrand of $F_s$ is therefore at most $e^{\eta}x^{s-1}e^{-x}$, whose integral is $e^\eta\Gamma(s)$, so $F_s(\eta)$ converges.

For $\eta>0$, substitute $x=\eta t$:

$$\eta^{-s}F_s(\eta)=\int_0^\infty t^{s-1}f(\eta(t-1))\,dt .$$

As $\eta\to\infty$, the occupation tends to $1$ for $t<1$ and to $0$ for $t>1$. The single point $t=1$ does not affect the integral.

To exchange limit and integral, take $\eta\ge1$. If $t\le1$, then $f\le1\le e^{1-t}$. If $t\ge1$, then $f\le e^{-\eta(t-1)}\le e^{1-t}$. The integrand is thus bounded by $e\,t^{s-1}e^{-t}$, which is integrable and independent of $\eta$. Dominated convergence gives

$$\eta^{-s}F_s(\eta)\to\int_0^1t^{s-1}\,dt=\frac1s .$$

For the densities at $\mu>0$, substitute $E=Tx$ and use $T^s=\mu^s\eta^{-s}$:

$$n(T,\mu)=CT^sF_s(\eta)=C\mu^s\,\eta^{-s}F_s(\eta),\qquad n_0(\mu)=\int_0^\mu CE^{s-1}\,dE=\frac{C\mu^s}{s}.$$

Hence $n/n_0=s\,\eta^{-s}F_s(\eta)\to1$ as $\mu\to\infty$ at fixed $T$, and $n\to n_0$ as $T\to0^+$ at fixed $\mu$.

The energy density is $CT^{s+1}F_{s+1}(\eta)$, so the mean energy per particle divided by $\mu$ is

$$\frac{F_{s+1}(\eta)}{\eta F_s(\eta)}=\frac{\eta^{-(s+1)}F_{s+1}(\eta)}{\eta^{-s}F_s(\eta)}\to\frac{1/(s+1)}{1/s}=\frac{s}{s+1},$$

which is $3/5$ for free electrons in three dimensions.

For non-interacting electrons with a power-law density of states, this gives the zero-temperature limits of the density and of the mean energy per particle at fixed $\mu>0$. It also offers a large-$\eta$ check for numerical Fermi–Dirac routines.

## The definitions in Lean

All quantities are real numbers without units.

```lean
import Mathlib

open MeasureTheory Filter Set Topology

namespace FermiDegenerateLimit

noncomputable section

/-- Fermi occupation of a level whose energy, measured from the chemical potential in units of
the thermal energy, is `x`. -/
def fermi (x : ℝ) : ℝ := 1 / (Real.exp x + 1)
```

`fermi` is $f$, and `fermiIntegral s η` is $F_s(\eta)$, with `Ioi 0` the half-line $x>0$.

```lean
/-- Fermi-Dirac integral of `x ^ (s - 1)` at reduced chemical potential `η`, for `s > 0`. -/
def fermiIntegral (s η : ℝ) : ℝ := ∫ x in Ioi (0 : ℝ), x ^ (s - 1) * fermi (x - η)
```

The thermal density is an integral over energy, with $T$ and $\mu$ kept separate.

```lean
/-- Particle density at thermal energy `T > 0` and chemical potential `μ` for the density of
states `C * E ^ (s - 1)`, with `s > 0`. -/
def thermalDensity (C s T μ : ℝ) : ℝ :=
  ∫ E in Ioi (0 : ℝ), C * E ^ (s - 1) * fermi ((E - μ) / T)
```

The degenerate density integrates the same density of states over `Ioc 0 μ`, the levels $0<E\le\mu$. Its power law is proved below.

```lean
/-- Particle density when exactly the levels with `0 < E ≤ μ` are filled, for the density of
states `C * E ^ (s - 1)`, with `s > 0`. -/
def degenerateDensity (C s μ : ℝ) : ℝ := ∫ E in Ioc (0 : ℝ) μ, C * E ^ (s - 1)
```

The theorems take the power law for all $E>0$ as given; replacing the level spectrum of a real system by it is a separate physical step. They also treat $\mu$ as an independent variable, so the shift of $\mu$ with temperature at fixed particle density is not addressed, and they give no rate of convergence.

## Convergence and scaling

The first lemma collects the bounds on $f$.

```lean
/-- The Fermi occupation is nonnegative, at most one, and at most the Boltzmann factor. -/
theorem fermi_bounds (x : ℝ) : 0 ≤ fermi x ∧ fermi x ≤ 1 ∧ fermi x ≤ Real.exp (-x) := by
  have h := Real.exp_pos x
  unfold fermi
  refine ⟨by positivity, ?_, ?_⟩
  · rw [div_le_one (by positivity)]
    linarith
  · rw [Real.exp_neg, ← one_div]
    exact one_div_le_one_div_of_le h (by linarith)
```

The Boltzmann bound then compares the integrand with a Gamma integrand. This matters because Lean assigns the value zero to a divergent integral; here `fermiIntegral` is a genuine convergent one.

```lean
/-- The Fermi-Dirac integral converges for every `s > 0` and every chemical potential. -/
theorem integrableOn_fermi {s : ℝ} (hs : 0 < s) (η : ℝ) :
    IntegrableOn (fun x : ℝ => x ^ (s - 1) * fermi (x - η)) (Ioi 0) := by
  have hm : Measurable (fun x : ℝ => x ^ (s - 1) * fermi (x - η)) := by
    simp only [fermi]
    fun_prop
  -- the Boltzmann tail is a Gamma integrand
  refine Integrable.mono' ((Real.GammaIntegral_convergent hs).mul_const (Real.exp η))
    hm.aestronglyMeasurable ?_
  filter_upwards [ae_restrict_mem measurableSet_Ioi] with x hx
  have hp : 0 ≤ x ^ (s - 1) := Real.rpow_nonneg (mem_Ioi.mp hx).le _
  obtain ⟨h0, -, h2⟩ := fermi_bounds (x - η)
  rw [Real.norm_of_nonneg (mul_nonneg hp h0)]
  have he : Real.exp (-(x - η)) = Real.exp (-x) * Real.exp η := by
    rw [← Real.exp_add]
    congr 1
    ring
  rw [he] at h2
  calc x ^ (s - 1) * fermi (x - η) ≤ x ^ (s - 1) * (Real.exp (-x) * Real.exp η) :=
        mul_le_mul_of_nonneg_left h2 hp
    _ = Real.exp (-x) * x ^ (s - 1) * Real.exp η := by ring
```

The change of variable is stated for an arbitrary function `f`, which here need not be the Fermi occupation, because it is used twice: with $b=\eta$ for the limit and with $b=T$ for the density.

```lean
/-- Measuring energy in units of `b > 0` takes a factor `b ^ s` out of an integral
over a power-law density of states. -/
theorem integral_rescale (s : ℝ) {b : ℝ} (hb : 0 < b) (f : ℝ → ℝ) :
    ∫ x in Ioi (0 : ℝ), x ^ (s - 1) * f x
      = b ^ s * ∫ x in Ioi (0 : ℝ), x ^ (s - 1) * f (b * x) := by
  have h := integral_comp_mul_left_Ioi (fun x : ℝ => x ^ (s - 1) * f x) 0 hb
  simp only [mul_zero, smul_eq_mul] at h
  have h2 : ∫ x in Ioi (0 : ℝ), (b * x) ^ (s - 1) * f (b * x)
      = b ^ (s - 1) * ∫ x in Ioi (0 : ℝ), x ^ (s - 1) * f (b * x) := by
    rw [← integral_const_mul]
    refine setIntegral_congr_fun measurableSet_Ioi (fun x hx => ?_)
    simp only [Real.mul_rpow hb.le (mem_Ioi.mp hx).le, mul_assoc]
  have h3 : b ^ s = b * b ^ (s - 1) := by
    rw [Real.rpow_sub_one hb.ne']
    field_simp
  rw [h2] at h
  rw [h3, mul_assoc, h, mul_inv_cancel_left₀ hb.ne']
```

The filled-level integral follows from the power rule. Its lower endpoint contributes $0^s=0$ because $s>0$.

```lean
/-- Filling all levels up to `μ ≥ 0` gives the density `C * μ ^ s / s`, for `s > 0`. -/
theorem degenerateDensity_eq (C : ℝ) {s μ : ℝ} (hs : 0 < s) (hμ : 0 ≤ μ) :
    degenerateDensity C s μ = C * (μ ^ s / s) := by
  unfold degenerateDensity
  rw [integral_const_mul, ← intervalIntegral.integral_of_le hμ,
    integral_rpow (Or.inl (by linarith)), sub_add_cancel, Real.zero_rpow hs.ne', sub_zero]
```

## The step and the limit

The next lemma treats $t<1$ and $t>1$ separately, according to the sign of $t-1$ in the exponent.

```lean
/-- At fixed `t ≠ 1` the occupation of the level `t * η` tends, as `η → ∞`, to one below the
chemical potential and to zero above it. -/
theorem fermi_step {t : ℝ} (ht : t ≠ 1) :
    Tendsto (fun η : ℝ => fermi (η * t - η)) atTop (𝓝 (if t ≤ 1 then 1 else 0)) := by
  have e : ∀ η : ℝ, fermi (η * t - η) = (Real.exp (η * (t - 1)) + 1)⁻¹ := fun η => by
    rw [fermi, one_div, mul_sub, mul_one]
  simp only [e]
  rcases lt_or_gt_of_ne ht with h | h
  · rw [if_pos h.le]
    have h1 : Tendsto (fun η : ℝ => η * (t - 1)) atTop atBot :=
      tendsto_id.atTop_mul_const_of_neg (by linarith)
    have h2 := ((Real.tendsto_exp_atBot.comp h1).add_const 1).inv₀ (by norm_num)
    simpa using h2
  · rw [if_neg (not_le_of_gt h)]
    have h1 : Tendsto (fun η : ℝ => η * (t - 1)) atTop atTop :=
      tendsto_id.atTop_mul_const (by linarith)
    exact tendsto_inv_atTop_zero.comp
      (tendsto_atTop_add_const_right atTop 1 (Real.tendsto_exp_atTop.comp h1))
```

In the main theorem, `hval` evaluates the limiting integral as $1/s$, using the degenerate density with $C=\mu=1$. The statement `hlim` is the dominated convergence step: its three remaining goals are measurability, the bound by $e\,t^{s-1}e^{-t}$ for $\eta\ge1$, and pointwise convergence away from $t=1$. The last lines undo the substitution $x=\eta t$.

```lean
/-- Degenerate limit: for every `s > 0`, the Fermi-Dirac integral divided by `η ^ s` tends to
`1 / s` as the reduced chemical potential `η` tends to infinity. -/
theorem fermiIntegral_degenerate {s : ℝ} (hs : 0 < s) :
    Tendsto (fun η : ℝ => η ^ (-s) * fermiIntegral s η) atTop (𝓝 (1 / s)) := by
  have hval : ∫ t in Ioi (0 : ℝ), (Iic (1 : ℝ)).indicator (fun t => t ^ (s - 1)) t = 1 / s := by
    have h := degenerateDensity_eq 1 hs zero_le_one
    simp only [degenerateDensity, one_mul, Real.one_rpow] at h
    rw [setIntegral_indicator measurableSet_Iic, Ioi_inter_Iic, h]
  have hlim : Tendsto (fun η : ℝ => ∫ t in Ioi (0 : ℝ), t ^ (s - 1) * fermi (η * t - η))
      atTop (𝓝 (1 / s)) := by
    rw [← hval]
    refine tendsto_integral_filter_of_dominated_convergence
      (fun t => Real.exp (-t) * t ^ (s - 1) * Real.exp 1) ?_ ?_
      ((Real.GammaIntegral_convergent hs).mul_const _) ?_
    · refine Eventually.of_forall (fun η => Measurable.aestronglyMeasurable ?_)
      simp only [fermi]
      fun_prop
    · -- for `η ≥ 1` the occupation lies below `exp (1 - t)`
      filter_upwards [eventually_ge_atTop (1 : ℝ)] with η hη
      filter_upwards [ae_restrict_mem measurableSet_Ioi] with t ht
      have hp : 0 ≤ t ^ (s - 1) := Real.rpow_nonneg (mem_Ioi.mp ht).le _
      obtain ⟨h0, h1, h2⟩ := fermi_bounds (η * t - η)
      have hb : fermi (η * t - η) ≤ Real.exp (-t + 1) := by
        rcases le_total t 1 with h | h
        · exact h1.trans (Real.one_le_exp (by linarith))
        · exact h2.trans (Real.exp_le_exp.mpr (by nlinarith))
      rw [Real.exp_add] at hb
      rw [Real.norm_of_nonneg (mul_nonneg hp h0)]
      calc t ^ (s - 1) * fermi (η * t - η) ≤ t ^ (s - 1) * (Real.exp (-t) * Real.exp 1) :=
            mul_le_mul_of_nonneg_left hb hp
        _ = Real.exp (-t) * t ^ (s - 1) * Real.exp 1 := by ring
    · -- the occupation becomes a step away from the single level `t = 1`
      have h0 : ({1}ᶜ : Set ℝ) ∈ ae (volume : Measure ℝ) :=
        compl_mem_ae_iff.mpr (measure_singleton 1)
      filter_upwards [ae_restrict_of_ae h0] with t ht
      have h := (fermi_step (t := t) ht).const_mul (t ^ (s - 1))
      simpa [indicator_apply] using h
  refine hlim.congr' ?_
  filter_upwards [eventually_gt_atTop (0 : ℝ)] with η hη
  rw [fermiIntegral, integral_rescale s hη (fun x => fermi (x - η)), Real.rpow_neg hη.le,
    inv_mul_cancel_left₀ (Real.rpow_pos_of_pos hη s).ne']
```

## Densities and mean energy

The identity $n=C\mu^s\,\eta^{-s}F_s(\eta)$ carries the limit over to physical variables.

```lean
/-- For `T > 0` and `μ > 0` the thermal density is `C * μ ^ s` times the scaled Fermi-Dirac
integral at `η = μ / T`. -/
theorem thermalDensity_eq (C s : ℝ) {T μ : ℝ} (hT : 0 < T) (hμ : 0 < μ) :
    thermalDensity C s T μ = C * μ ^ s * ((μ / T) ^ (-s) * fermiIntegral s (μ / T)) := by
  have h1 : T ^ s = μ ^ s * (μ / T) ^ (-s) := by
    have h2 := (Real.rpow_pos_of_pos hμ s).ne'
    rw [Real.rpow_neg (div_pos hμ hT).le, Real.div_rpow hμ.le hT.le]
    field_simp
  have h3 : ∀ x : ℝ, (T * x - μ) / T = x - μ / T := fun x => by field_simp
  have h4 : thermalDensity C s T μ = C * (T ^ s * fermiIntegral s (μ / T)) := by
    simp only [thermalDensity, fermiIntegral, mul_assoc]
    rw [integral_const_mul, integral_rescale s hT (fun E => fermi ((E - μ) / T))]
    simp only [h3]
  rw [h4, h1]
  ring
```

For the ratio, `atTop` means $\mu\to\infty$. The condition `C ≠ 0` says that there are states to fill.

```lean
/-- At fixed `T > 0`, for `s > 0` and `C ≠ 0`, the ratio of the thermal to the degenerate density
tends to one as the chemical potential tends to infinity. -/
theorem density_ratio_tendsto_one {C s T : ℝ} (hC : C ≠ 0) (hs : 0 < s) (hT : 0 < T) :
    Tendsto (fun μ => thermalDensity C s T μ / degenerateDensity C s μ) atTop (𝓝 1) := by
  have hd : Tendsto (fun μ : ℝ => μ / T) atTop atTop := tendsto_id.atTop_div_const hT
  have h := ((fermiIntegral_degenerate hs).comp hd).const_mul s
  rw [mul_one_div_cancel hs.ne'] at h
  refine h.congr' ?_
  filter_upwards [eventually_gt_atTop (0 : ℝ)] with μ hμ
  have hp := (Real.rpow_pos_of_pos hμ s).ne'
  rw [thermalDensity_eq C s hT hμ, degenerateDensity_eq C hs hμ.le, Function.comp_apply]
  generalize (μ / T) ^ (-s) * fermiIntegral s (μ / T) = A
  field_simp
```

In the zero-temperature statement, `𝓝[>] 0` means that $T$ approaches zero through positive values, so $\mu/T\to\infty$.

```lean
/-- At fixed `μ > 0` and for `s > 0`, the thermal density tends to the degenerate density as the
temperature tends to zero from above. -/
theorem density_tendsto_zero_temperature (C : ℝ) {s μ : ℝ} (hs : 0 < s) (hμ : 0 < μ) :
    Tendsto (fun T => thermalDensity C s T μ) (𝓝[>] 0) (𝓝 (degenerateDensity C s μ)) := by
  have hd : Tendsto (fun T : ℝ => μ / T) (𝓝[>] 0) atTop := by
    simp only [div_eq_mul_inv]
    exact tendsto_inv_nhdsGT_zero.const_mul_atTop hμ
  have h := ((fermiIntegral_degenerate hs).comp hd).const_mul (C * μ ^ s)
  have e : degenerateDensity C s μ = C * μ ^ s * (1 / s) := by
    rw [degenerateDensity_eq C hs hμ.le]
    ring
  rw [e]
  refine h.congr' ?_
  filter_upwards [self_mem_nhdsWithin] with T hT
  exact (thermalDensity_eq C s (mem_Ioi.mp hT) hμ).symm
```

The last theorem divides the limit for $s+1$ by the limit for $s$. It concerns the ratio $F_{s+1}(\eta)/(\eta F_s(\eta))$, which the calculation by hand above identifies with the mean energy per particle divided by $\mu$; the energy density itself is not defined in Lean.

```lean
/-- For `s > 0`, the ratio of `fermiIntegral (s + 1) η` to `η * fermiIntegral s η` tends to
`s / (s + 1)` as `η → ∞`. -/
theorem mean_energy_degenerate {s : ℝ} (hs : 0 < s) :
    Tendsto (fun η : ℝ => fermiIntegral (s + 1) η / (η * fermiIntegral s η)) atTop
      (𝓝 (s / (s + 1))) := by
  have hs1 : 0 < s + 1 := by linarith
  have h := (fermiIntegral_degenerate hs1).div (fermiIntegral_degenerate hs)
    (one_div_pos.mpr hs).ne'
  have e : 1 / (s + 1) / (1 / s) = s / (s + 1) := by field_simp
  rw [e] at h
  refine h.congr' ?_
  filter_upwards [eventually_gt_atTop (0 : ℝ)] with η hη
  have hp := (Real.rpow_pos_of_pos hη (-s)).ne'
  have h1 : η ^ (-(s + 1)) = η ^ (-s) * η⁻¹ := by
    rw [neg_add, Real.rpow_add hη, Real.rpow_neg_one]
  simp only [Pi.div_apply]
  rw [h1, mul_assoc, mul_div_mul_left _ _ hp]
  ring

end

end FermiDegenerateLimit
```

```lean
#print axioms FermiDegenerateLimit.fermiIntegral_degenerate
#print axioms FermiDegenerateLimit.density_ratio_tendsto_one
#print axioms FermiDegenerateLimit.density_tendsto_zero_temperature
#print axioms FermiDegenerateLimit.mean_energy_degenerate
```

```
'FermiDegenerateLimit.fermiIntegral_degenerate' depends on axioms: [propext, Classical.choice, Quot.sound]
'FermiDegenerateLimit.density_ratio_tendsto_one' depends on axioms: [propext, Classical.choice, Quot.sound]
'FermiDegenerateLimit.density_tendsto_zero_temperature' depends on axioms: [propext, Classical.choice, Quot.sound]
'FermiDegenerateLimit.mean_energy_degenerate' depends on axioms: [propext, Classical.choice, Quot.sound]
```

## Divergence at $s=0$, and other smearing functions

Convergence of the Fermi–Dirac integral fails if $s>0$ is weakened to $s\ge0$. Take $s=0$ and $\eta>0$: for $0<x<\eta$ the occupation is at least $\tfrac12$, so the integrand is at least $1/(2x)$, and its integral diverges logarithmically at $x=0$.

The same argument by hand applies to any measurable occupation $g$ with $0\le g(x)\le1$, $g(x)\le e^{-x}$ and $g(x)\to1$ as $x\to-\infty$. An example is Gaussian smearing, with $g(x)=\tfrac12\operatorname{erfc}(x)$ and a smearing width $\sigma$ in place of $T$; the scaled integral then also tends to $1/s$ as $\mu/\sigma\to\infty$.
